# Counting statistics of a Slater determinant of orthonormal orbitals: $\det(A^\dagger D A) = \det\big(1 + (z-1)K_R\big)$

To obtain the probabilities of finding $0, 1, 2, \dots$ fermions on a chosen set $R$ of sites in a single Slater determinant, one cuts the $R \times R$ block $K_R$ out of the one-particle density matrix, diagonalises it, and reads the probabilities off the coefficients of the polynomial $\prod_i (1 - \nu_i + \nu_i z)$, where the $\nu_i$ are the eigenvalues of $K_R$. This step, valid for a single determinant, such as a tight-binding or Hartree–Fock one, in a finite orthonormal basis whose labels include any spin, rests on a determinant identity that trades the space of occupied orbitals for the space of sites in $R$.

## The claim

Let $i, j$ label $M$ orthonormal one-particle basis states, called sites, and let $a, b$ label $N$ occupied orbitals. The complex $M \times N$ matrix $A$ has the amplitude $A_{ia}$ of orbital $a$ on site $i$. For a set $R$ of sites and a complex number $z$, let $D$ be the diagonal $M \times M$ matrix with $D_{ii} = z$ for $i \in R$ and $D_{ii} = 1$ otherwise, and define

$$\chi(z) = \det(A^\dagger D A).$$

For orthonormal orbitals this is the expectation value of $z^{N_R}$, with $N_R$ the number of particles in $R$. A configuration $C$, meaning a set of $N$ occupied sites, has probability $|\det A_C|^2$, where $A_C$ consists of the rows of $A$ in $C$, and the Cauchy–Binet formula expands $\chi(z)$ as $\sum_C |\det A_C|^2\, z^{|C \cap R|}$. That expansion, and with it the probabilistic reading, is background which the Lean development leaves unproved, since it takes the determinant as the definition of $\chi$.

The density matrix is $K = A A^\dagger$, with $K_{ij} = \sum_a A_{ia} A_{ja}^*$. Write $K_R$ for its $R \times R$ block and $A_R$ for the $|R| \times N$ matrix of the rows of $A$ in $R$. The claim is that $A^\dagger A = 1$ implies, for every complex $z$,

$$\chi(z) = \det\big(1 + (z-1) K_R\big) = \prod_i (1 - \nu_i + \nu_i z), \qquad 0 \le \nu_i \le 1,$$

where the $\nu_i$ are the $|R|$ eigenvalues of $K_R$ counted with multiplicity.

## Derivation by hand

First, $D_{ii}$ equals $1 + (z-1)$ on $R$ and $1$ elsewhere, so

$$(A^\dagger D A)_{ab} = \sum_i A_{ia}^* D_{ii} A_{ib} = \sum_i A_{ia}^* A_{ib} + (z-1) \sum_{i \in R} A_{ia}^* A_{ib}.$$

This is $A^\dagger D A = A^\dagger A + (z-1) A_R^\dagger A_R$, for any $A$.

Second, for any $N \times N$ matrix $X$ and $i, j \in R$, the entry $(A X A^\dagger)_{ij} = \sum_{ab} A_{ia} X_{ab} A_{jb}^*$ involves only rows of $A$ in $R$. Hence the $R$ block of $A X A^\dagger$ is $A_R X A_R^\dagger$, and $X = 1$ gives $K_R = A_R A_R^\dagger$.

Third, let $X$ now be $p \times q$, let $Y$ be $q \times p$, and let $c$ be a number. Eliminating either off-diagonal block evaluates one determinant in two ways,

$$\det \begin{pmatrix} 1 & -cX \\ Y & 1 \end{pmatrix} = \det(1 + cYX) = \det(1 + cXY).$$

With $A^\dagger A = 1$, $X = A_R^\dagger$, $Y = A_R$ and $c = z - 1$,

$$\chi(z) = \det\big(1 + (z-1) A_R^\dagger A_R\big) = \det\big(1 + (z-1) A_R A_R^\dagger\big) = \det\big(1 + (z-1) K_R\big).$$

If the orbitals are not orthonormal but the overlap $S = A^\dagger A$ has $\det S \neq 0$, one factors $S + (z-1) A_R^\dagger A_R = S\,\big(1 + (z-1) S^{-1} A_R^\dagger A_R\big)$ and applies the third step with $X = S^{-1} A_R^\dagger$, $Y = A_R$. The second step identifies $A_R S^{-1} A_R^\dagger$, and

$$\frac{\chi(z)}{\det S} = \det\big(1 + (z-1) (A S^{-1} A^\dagger)_R\big).$$

For the eigenvalues, return to $A^\dagger A = 1$. The matrix $K$ is positive semidefinite because $x^\dagger K x = \|A^\dagger x\|^2$ for every vector $x$. It is Hermitian and $K^2 = A (A^\dagger A) A^\dagger = K$, so $(1-K)^\dagger (1-K) = 1 - 2K + K^2 = 1 - K$, and $1 - K$ is positive semidefinite too. Restricting to vectors that vanish outside $R$ shows the same for $K_R$ and for $(1-K)_R = 1 - K_R$. Let $U$ be unitary with $U^\dagger K_R U = \mathrm{diag}(\nu_i)$. Then $U^\dagger (1 - K_R) U = \mathrm{diag}(1 - \nu_i)$, both diagonal matrices are positive semidefinite, and $0 \le \nu_i \le 1$. Finally $U^\dagger \big(1 + (z-1) K_R\big) U = \mathrm{diag}\big(1 + (z-1)\nu_i\big)$ and $\det U^\dagger \det U = 1$, so the determinant is the product of the factors $1 + (z-1)\nu_i = 1 - \nu_i + \nu_i z$.

## Formal development

```lean
import Mathlib

open Matrix
open scoped ComplexOrder

namespace DeterminantCounting

noncomputable section

variable {m n : Type*} [Fintype m] [Fintype n] [DecidableEq m] [DecidableEq n]
```

The finite type `m` labels the sites and `n` the orbitals, so $M$ and $N$ are their cardinalities. Either may be empty, and an empty determinant or product is $1$. The scoped `ComplexOrder` orders the complex numbers so that $0 \le w$ means that $w$ is real and non-negative, which is the sense in which quadratic forms are compared with zero below.

```lean
/-- One-particle density matrix `K = A Aᴴ` built from the orbitals in the columns of `A`. -/
def densityMatrix (A : Matrix m n ℂ) : Matrix m m ℂ := A * Aᴴ
```

Here `Aᴴ` is the conjugate transpose $A^\dagger$, and the convention is $K_{ij} = \sum_a A_{ia} A_{ja}^*$. The definition accepts any `A`, although $AA^\dagger$ is the physical density matrix only for orthonormal columns.

```lean
/-- Diagonal one-particle operator equal to `z` on the sites of `R` and to `1` elsewhere. -/
def countingWeight (R : Finset m) (z : ℂ) : Matrix m m ℂ :=
  diagonal fun i => if i ∈ R then z else 1
```

This is $D$. The region `R` is a set of basis labels, so a region in real space is represented only through basis states assigned to it. Spin, if present, is part of the label `i`.

```lean
/-- The `R × R` block of a one-particle matrix. -/
def regionBlock (K : Matrix m m ℂ) (R : Finset m) : Matrix R R ℂ :=
  K.submatrix Subtype.val Subtype.val

/-- The orbital coefficients on the sites of `R`, that is the rows of `A` in `R`. -/
def regionRows (A : Matrix m n ℂ) (R : Finset m) : Matrix R n ℂ :=
  A.submatrix Subtype.val id
```

A `Finset` used as an index type stands for the sites that belong to it, and `Subtype.val` sends such an index to its label in `m`. Thus `regionBlock K R` is $K_R$ and `regionRows A R` is $A_R$.

```lean
/-- Counting generating function `χ(z) = det (Aᴴ D A)`, the determinant of the counting
weight `D` taken between the occupied orbitals. -/
def generatingFunction (A : Matrix m n ℂ) (R : Finset m) (z : ℂ) : ℂ :=
  (Aᴴ * countingWeight R z * A).det
```

The generating function is the $N \times N$ determinant $\chi(z)$. No many-body wavefunction or number operator enters. The basis of sites is orthonormal throughout, because the overlap of two orbitals is taken as $\sum_i A_{ia}^* A_{ib}$ with no metric between basis functions.

```lean
omit [Fintype n] [DecidableEq n] in
/-- The counting weight between orbitals is the full overlap matrix plus `z - 1` times the
overlap matrix restricted to the region. -/
theorem weight_split (A : Matrix m n ℂ) (R : Finset m) (z : ℂ) :
    Aᴴ * countingWeight R z * A
      = Aᴴ * A + (z - 1) • ((regionRows A R)ᴴ * regionRows A R) := by
  ext a b
  have h1 : ((regionRows A R)ᴴ * regionRows A R) a b
      = ∑ i, if i ∈ R then star (A i a) * A i b else 0 := by
    rw [Finset.sum_ite_mem, Finset.univ_inter, Matrix.mul_apply]
    exact Finset.sum_coe_sort R (fun i => star (A i a) * A i b)
  have h2 : (Aᴴ * countingWeight R z * A) a b
      = ∑ i, star (A i a) * (if i ∈ R then z else 1) * A i b := by
    rw [Matrix.mul_apply]
    refine Finset.sum_congr rfl fun i _ => ?_
    rw [countingWeight, mul_diagonal, conjTranspose_apply]
  have h3 : (Aᴴ * A) a b = ∑ i, star (A i a) * A i b := by
    simp only [Matrix.mul_apply, conjTranspose_apply]
  rw [Matrix.add_apply, Matrix.smul_apply, h1, h2, h3, smul_eq_mul, Finset.mul_sum,
    ← Finset.sum_add_distrib]
  -- site by site, inside and outside the region
  refine Finset.sum_congr rfl fun i _ => ?_
  split_ifs <;> ring
```

This is the first step, for arbitrary `A`. After `ext a b` fixes a matrix entry, `h1`, `h2` and `h3` write the three entries as sums over all sites: `h1` turns the sum over $R$ into a sum over `i` whose terms vanish outside $R$, and `star` is complex conjugation. The sums are merged and compared term by term. The `split_ifs` separates $i \in R$, where $z\,t = t + (z-1)t$ for $t = A_{ia}^* A_{ib}$, from $i \notin R$, where $t = t + 0$, and `ring` closes both.

```lean
omit [Fintype m] [DecidableEq m] [DecidableEq n] in
/-- The `R × R` block of `A X Aᴴ` is `A_R X A_Rᴴ`, with `A_R` the rows of `A` in `R`. -/
theorem regionBlock_sandwich (A : Matrix m n ℂ) (X : Matrix n n ℂ) (R : Finset m) :
    regionBlock (A * X * Aᴴ) R = regionRows A R * X * (regionRows A R)ᴴ := by
  ext i j
  simp [regionBlock, regionRows, Matrix.mul_apply]
```

This is the second step. Both sides have the same double sum as their $(i, j)$ entry.

```lean
/-- The determinants of `1 + c X Y` and `1 + c Y X` agree for rectangular `X` and `Y`. -/
theorem det_one_add_smul_comm (c : ℂ) (X : Matrix m n ℂ) (Y : Matrix n m ℂ) :
    (1 + c • (X * Y)).det = (1 + c • (Y * X)).det := by
  have h := det_one_add_mul_comm (c • X) Y
  rwa [Matrix.smul_mul, Matrix.mul_smul] at h
```

This is the third step. Mathlib supplies the identity without the scalar as `det_one_add_mul_comm`; it is applied to `c • X` and `Y`, and the scalar is pulled out of both products. The block elimination above is therefore not repeated.

```lean
/-- For orthonormal orbitals, `det (Aᴴ D A) = det (1 + (z - 1) K_R)` with `K_R` the block
of the density matrix on the region. -/
theorem counting_statistics (A : Matrix m n ℂ) (hA : Aᴴ * A = 1) (R : Finset m) (z : ℂ) :
    generatingFunction A R z = (1 + (z - 1) • regionBlock (densityMatrix A) R).det := by
  have hK : regionBlock (densityMatrix A) R = regionRows A R * (regionRows A R)ᴴ := by
    have h := regionBlock_sandwich A 1 R
    rwa [Matrix.mul_one, Matrix.mul_one] at h
  rw [generatingFunction, weight_split, hA, hK]
  -- pass from orbital space to the region
  exact det_one_add_smul_comm _ _ _
```

In words: for every `A` with orthonormal columns, which is `hA`, every region and every complex $z$, the $N \times N$ determinant $\chi(z)$ equals the $|R| \times |R|$ determinant of $1 + (z-1)K_R$. Orthonormality is assumed, and nothing is said about the Hamiltonian from which the orbitals come. In the proof `hK` is $K_R = A_R A_R^\dagger$, from the second step with $X = 1$. The rewrite applies `weight_split`, replaces $A^\dagger A$ by $1$, and leaves the third step with $X = A_R^\dagger$ and $Y = A_R$, so that the lemma's two index types are the orbitals and the region.

```lean
/-- For orbitals with invertible overlap `S = Aᴴ A`, the generating function divided by
`det S` is `det (1 + (z - 1) K_R)` with `K = A S⁻¹ Aᴴ`. -/
theorem counting_statistics_nonorthogonal (A : Matrix m n ℂ) (hS : (Aᴴ * A).det ≠ 0)
    (R : Finset m) (z : ℂ) :
    generatingFunction A R z / (Aᴴ * A).det
      = (1 + (z - 1) • regionBlock (A * (Aᴴ * A)⁻¹ * Aᴴ) R).det := by
  have key : ∀ (S : Matrix n n ℂ) (B : Matrix R n ℂ), S.det ≠ 0 →
      (S + (z - 1) • (Bᴴ * B)).det / S.det = (1 + (z - 1) • (B * S⁻¹ * Bᴴ)).det := by
    intro S B h
    -- factor out the overlap matrix
    have e : S + (z - 1) • (Bᴴ * B) = S * (1 + (z - 1) • (S⁻¹ * Bᴴ * B)) := by
      rw [Matrix.mul_add, Matrix.mul_one, Matrix.mul_smul, ← Matrix.mul_assoc,
        ← Matrix.mul_assoc, mul_nonsing_inv _ (isUnit_iff_ne_zero.mpr h), Matrix.one_mul]
    rw [e, det_mul, mul_div_cancel_left₀ _ h, Matrix.mul_assoc B]
    exact det_one_add_smul_comm _ _ _
  rw [generatingFunction, weight_split, regionBlock_sandwich]
  exact key _ _ hS
```

The hypothesis `hS` says that the overlap determinant is non-zero, that is, that the orbitals are linearly independent. The non-orthogonality is that of the orbitals, and the site basis stays orthonormal. Since $D = 1$ at $z = 1$, the divisor $\det S$ is $\chi(1)$, and the ratio is the normalised generating function. For singular $S$, Lean's conventions set both the quotient and `(Aᴴ * A)⁻¹` to zero, and the two sides would read $0$ and $1$. The auxiliary statement `key` is the factorisation for general `S` and `B`: `e` extracts $S$ using $S S^{-1} = 1$, `det_mul` and the cancellation remove $\det S$, and the third step moves `B` from the right end of the product to the left. It is then applied with $B = A_R$.

```lean
omit [Fintype m] [DecidableEq m] [DecidableEq n] in
/-- The block of the density matrix on a region is Hermitian. -/
theorem regionBlock_isHermitian (A : Matrix m n ℂ) (R : Finset m) :
    (regionBlock (densityMatrix A) R).IsHermitian :=
  (isHermitian_mul_conjTranspose_self A).submatrix _

/-- Regional occupation numbers: the eigenvalues of the block `K_R`. -/
def occupation (A : Matrix m n ℂ) (R : Finset m) : R → ℝ :=
  (regionBlock_isHermitian A R).eigenvalues
```

The block $K_R$ is Hermitian for every `A`, so its eigenvalues are real, and `occupation A R` lists them as $\nu_i$. The index `i : R` only enumerates the $|R|$ eigenvalues. For orthonormal orbitals the value $\nu_i$ is the occupation of an eigenvector of $K_R$, in general spread over the region, and it need not equal the population $K_{ii}$ of site $i$. The two agree when $R$ is a single site, and when $K_R$ is diagonal the eigenvalues are the site populations in some order.

```lean
/-- A Hermitian matrix is brought by a unitary matrix to the diagonal matrix of its
eigenvalues. -/
theorem exists_diagonalisation (K : Matrix m m ℂ) (hK : K.IsHermitian) :
    ∃ U : Matrix m m ℂ, Uᴴ * U = 1 ∧
      Uᴴ * K * U = diagonal fun i => (hK.eigenvalues i : ℂ) := by
  obtain ⟨U, hU, h⟩ : ∃ U : Matrix m m ℂ, Uᴴ * U = 1 ∧
      K = U * diagonal (fun i => (hK.eigenvalues i : ℂ)) * Uᴴ := by
    refine ⟨hK.eigenvectorUnitary, hK.eigenvectorUnitary.2.1, ?_⟩
    exact hK.spectral_theorem
  refine ⟨U, hU, ?_⟩
  calc Uᴴ * K * U = Uᴴ * (U * diagonal (fun i => (hK.eigenvalues i : ℂ)) * Uᴴ) * U :=
        congrArg (fun X => Uᴴ * X * U) h
    _ = (Uᴴ * U) * diagonal (fun i => (hK.eigenvalues i : ℂ)) * (Uᴴ * U) := by
        simp only [Matrix.mul_assoc]
    _ = _ := by rw [hU, Matrix.one_mul, Matrix.mul_one]
```

Mathlib's spectral theorem gives $K = U \Lambda U^\dagger$, with $\Lambda$ the diagonal matrix of eigenvalues and $U^\dagger U = 1$. The `calc` block multiplies by $U^\dagger$ on the left and $U$ on the right, regroups as $(U^\dagger U) \Lambda (U^\dagger U)$, and obtains $\Lambda$. The lemma is used with $K_R$ in the role of `K`.

```lean
/-- For orthonormal orbitals every regional occupation number lies between `0` and `1`. -/
theorem occupation_bounds (A : Matrix m n ℂ) (hA : Aᴴ * A = 1) (R : Finset m) (i : R) :
    0 ≤ occupation A R i ∧ occupation A R i ≤ 1 := by
  obtain ⟨U, hU, hD⟩ := exists_diagonalisation _ (regionBlock_isHermitian A R)
  have hD' : Uᴴ * regionBlock (densityMatrix A) R * U
      = diagonal fun i => (occupation A R i : ℂ) := hD
  have hpos : (regionBlock (densityMatrix A) R).PosSemidef :=
    (posSemidef_self_mul_conjTranspose A).submatrix _
  -- the density matrix is a Hermitian projector, and so is its complement
  have hH : (densityMatrix A)ᴴ = densityMatrix A := isHermitian_mul_conjTranspose_self A
  have hP : densityMatrix A * densityMatrix A = densityMatrix A := by
    rw [densityMatrix, Matrix.mul_assoc, ← Matrix.mul_assoc Aᴴ, hA, Matrix.one_mul]
  have hQ : (1 - densityMatrix A)ᴴ * (1 - densityMatrix A) = 1 - densityMatrix A := by
    rw [conjTranspose_sub, conjTranspose_one, hH, Matrix.sub_mul, Matrix.one_mul,
      Matrix.mul_sub, Matrix.mul_one, hP, sub_self, sub_zero]
  have hc : (1 - densityMatrix A).PosSemidef := by
    rw [← hQ]
    exact posSemidef_conjTranspose_mul_self _
  have hcR : (1 - regionBlock (densityMatrix A) R).PosSemidef := by
    rw [← submatrix_one (α := ℂ) (Subtype.val : R → m) Subtype.val_injective]
    exact hc.submatrix (Subtype.val : R → m)
  have hD2 : Uᴴ * (1 - regionBlock (densityMatrix A) R) * U
      = diagonal fun i => ((1 - occupation A R i : ℝ) : ℂ) := by
    rw [Matrix.mul_sub, Matrix.sub_mul, Matrix.mul_one, hU, hD']
    ext a b
    by_cases h : a = b <;> simp [one_apply, h]
  have h0 := hpos.conjTranspose_mul_mul_same U
  have h1 := hcR.conjTranspose_mul_mul_same U
  rw [hD', posSemidef_diagonal_iff] at h0
  rw [hD2, posSemidef_diagonal_iff] at h1
  exact ⟨Complex.zero_le_real.mp (h0 i), sub_nonneg.mp (Complex.zero_le_real.mp (h1 i))⟩
```

The bounds $0 \le \nu_i \le 1$ are stated for orthonormal orbitals only. The proof follows the argument by hand: `hpos` is the positivity of $K_R$, `hP` is $K^2 = K$, `hQ` is $(1-K)^\dagger(1-K) = 1-K$, and `hc` and `hcR` give the positivity of $1-K$ and $1-K_R$, the latter because the block of the identity is the identity. The equations `hD'` and `hD2` are the two diagonal forms. Positivity survives conjugation by $U$ in `h0` and `h1`, and `posSemidef_diagonal_iff` converts it into $\nu_i \ge 0$ and $1 - \nu_i \ge 0$. With these bounds each factor $1 - \nu_i + \nu_i z$ has non-negative coefficients that add to one.

```lean
/-- For orthonormal orbitals the generating function is the product of `1 - ν + ν z` over
the regional occupation numbers `ν`. -/
theorem generatingFunction_eq_prod (A : Matrix m n ℂ) (hA : Aᴴ * A = 1) (R : Finset m)
    (z : ℂ) :
    generatingFunction A R z
      = ∏ i, (1 - (occupation A R i : ℂ) + (occupation A R i : ℂ) * z) := by
  obtain ⟨U, hU, hD⟩ := exists_diagonalisation _ (regionBlock_isHermitian A R)
  have hD' : Uᴴ * regionBlock (densityMatrix A) R * U
      = diagonal fun i => (occupation A R i : ℂ) := hD
  have e : Uᴴ * (1 + (z - 1) • regionBlock (densityMatrix A) R) * U
      = diagonal fun i => 1 + (z - 1) * (occupation A R i : ℂ) := by
    rw [Matrix.mul_add, Matrix.add_mul, Matrix.mul_one, hU, Matrix.mul_smul,
      Matrix.smul_mul, hD']
    ext a b
    by_cases h : a = b <;> simp [one_apply, h]
  have hdet : (Uᴴ).det * U.det = 1 := by rw [← det_mul, hU, det_one]
  have e2 := congrArg det e
  rw [det_mul, det_mul, det_diagonal] at e2
  have e3 : ∏ i, (1 - (occupation A R i : ℂ) + (occupation A R i : ℂ) * z)
      = ∏ i, (1 + (z - 1) * (occupation A R i : ℂ)) :=
    Finset.prod_congr rfl fun i _ => by ring
  rw [counting_statistics A hA, e3, ← e2]
  -- the unitary change of basis has no effect on the determinant
  linear_combination (-(1 + (z - 1) • regionBlock (densityMatrix A) R).det) * hdet
```

The product form again assumes `hA`; no product form is stated for the non-orthogonal ratio. Here `e` diagonalises $1 + (z-1)K_R$, `e2` takes its determinant, `hdet` is $\det U^\dagger \det U = 1$, and `e3` rearranges the factors. Writing $\Delta = \det\big(1 + (z-1)K_R\big)$, the remaining goal is $\Delta = \det U^\dagger \, \Delta \, \det U$, which `linear_combination` obtains from `hdet` multiplied by $-\Delta$.

## One particle on two sites

For $N = 1$ the matrix $A^\dagger D A$ is a single number, and a normalised orbital gives $\chi(z) = 1 + (z-1) w$ with $w = \sum_{i \in R} |A_{i0}|^2$ the weight of the orbital in the region. The particle is either in $R$, with weight $w$, or outside it, with weight $1 - w$.

```lean
/-- One orbital on two sites with amplitudes `3/5` and `4/5`. -/
def dimerOrbital : Matrix (Fin 2) (Fin 1) ℂ := !![3 / 5; 4 / 5]
```

The sites are numbered $0$ and $1$, and the single orbital, numbered $0$, has amplitudes $A_{00} = 3/5$ and $A_{10} = 4/5$.

```lean
/-- The two-site orbital is normalised, and its generating function for the first site is
`16/25 + (9/25) z`. -/
theorem counting_statistics_witness (z : ℂ) :
    dimerOrbitalᴴ * dimerOrbital = 1 ∧
      generatingFunction dimerOrbital {0} z = 16 / 25 + 9 / 25 * z := by
  constructor
  · ext i j
    fin_cases i
    fin_cases j
    simp [dimerOrbital, Matrix.mul_apply, Fin.sum_univ_succ, map_ofNat]
    norm_num
  · simp [generatingFunction, countingWeight, dimerOrbital, Matrix.mul_apply,
      Fin.sum_univ_succ, diagonal_apply, map_ofNat]
    ring

end

end DeterminantCounting
```

The first part is the normalisation $9/25 + 16/25 = 1$, so the orbital satisfies the hypothesis `hA` of the orthonormal theorems. The second part evaluates $\chi$ for $R = \{0\}$ directly from the definition, as $z \cdot 9/25 + 16/25$, without invoking `counting_statistics`. On the other side of the identity $K_R$ is the $1 \times 1$ matrix $|A_{00}|^2 = 9/25$, its eigenvalue is $\nu = 9/25$, and $1 - \nu + \nu z$ is the same polynomial.

```lean
#print axioms DeterminantCounting.counting_statistics
#print axioms DeterminantCounting.counting_statistics_nonorthogonal
#print axioms DeterminantCounting.occupation_bounds
#print axioms DeterminantCounting.generatingFunction_eq_prod
```

```
'DeterminantCounting.counting_statistics' depends on axioms: [propext, Classical.choice, Quot.sound]
'DeterminantCounting.counting_statistics_nonorthogonal' depends on axioms: [propext, Classical.choice, Quot.sound]
'DeterminantCounting.occupation_bounds' depends on axioms: [propext, Classical.choice, Quot.sound]
'DeterminantCounting.generatingFunction_eq_prod' depends on axioms: [propext, Classical.choice, Quot.sound]
```
